# If a nowhere-vanishing zero-energy lattice state is unique up to scale, hoppings connect all sites

Take a real matrix `H` on a finite set of sites, not assumed symmetric, and a real vector `ψ`, not assumed normalised, that vanishes at no site. Adding the on-site potential `V i = -(H ψ) i / ψ i` makes `ψ` a zero-energy solution of `H + V`. The theorem `preconnected_of_ker_eq_span` says that if the kernel of `H + V` is exactly the span of `ψ`, then any two sites are linked by a path of hoppings, where two distinct sites count as joined if the matrix element of `H` between them is nonzero in at least one direction. The proof supposes that site `j` cannot be reached from site `i` and cuts `ψ` off to zero outside the component of `i`. The cut-off vector is still in the kernel, so it equals `c • ψ` for some number `c`, which must be nonzero by its value at `i` and zero by its value at `j`.

The failing Lean file:

```lean
import Mathlib

open Matrix

namespace LatticeDensityRepresentability

noncomputable section

variable {n : Type*} [Fintype n] [DecidableEq n] {H : Matrix n n ℝ} {ψ : n → ℝ}

/-- The hopping graph: two distinct sites are joined when a matrix element of `H`
between them is nonzero. -/
def hoppingGraph {n : Type*} (H : Matrix n n ℝ) : SimpleGraph n :=
  SimpleGraph.fromRel (fun i j => H i j ≠ 0)

/-- The on-site potential `V i = -(H ψ) i / ψ i` obtained by inverting the lattice
Schrödinger equation at energy zero. -/
def inversionPotential {n : Type*} [Fintype n] (H : Matrix n n ℝ) (ψ : n → ℝ) : n → ℝ :=
  fun i => -((H *ᵥ ψ) i) / ψ i

/-- The Hamiltonian `H + V` with the inversion potential of `ψ` on the diagonal. -/
def invertedHamiltonian (H : Matrix n n ℝ) (ψ : n → ℝ) : Matrix n n ℝ :=
  H + Matrix.diagonal (inversionPotential H ψ)

/-- The action of `H + V` on a state `x`, written through differences of the
ratio `x / ψ` between sites. -/
theorem invertedHamiltonian_mulVec (hψ : ∀ i, ψ i ≠ 0) (x : n → ℝ) (i : n) :
    (invertedHamiltonian H ψ *ᵥ x) i
      = ∑ j, H i j * ψ j * (x j / ψ j - x i / ψ i) := by
  have h : ∀ j, H i j * ψ j * (x j / ψ j - x i / ψ i)
      = H i j * x j - H i j * ψ j * (x i / ψ i) := by
    intro j
    have e : ψ j * (x j / ψ j) = x j := mul_div_cancel₀ _ (hψ j)
    linear_combination H i j * e
  rw [Finset.sum_congr rfl (fun j _ => h j), Finset.sum_sub_distrib, ← Finset.sum_mul,
    invertedHamiltonian, Matrix.add_mulVec, Pi.add_apply, Matrix.mulVec_diagonal]
  simp only [inversionPotential, Matrix.mulVec, dotProduct]
  ring

/-- Converse: if the kernel of `H + V` is the span of a nowhere vanishing `ψ`, then
any two sites are linked by a path of hoppings. -/
theorem preconnected_of_ker_eq_span (hψ : ∀ i, ψ i ≠ 0)
    (hker : LinearMap.ker (invertedHamiltonian H ψ).mulVecLin = Submodule.span ℝ {ψ}) :
    (hoppingGraph H).Preconnected := by
  classical
  intro i j
  -- cut ψ off outside the component of site i
  let x : n → ℝ := fun k => if (hoppingGraph H).Reachable i k then ψ k else 0
  have hx : x ∈ LinearMap.ker (invertedHamiltonian H ψ).mulVecLin := by
    rw [LinearMap.mem_ker, Matrix.mulVecLin_apply]
    funext k
    rw [invertedHamiltonian_mulVec hψ]
    refine Finset.sum_eq_zero fun l _ => ?_
    by_cases hkl : H k l = 0
    · simp [hkl]
    have hr : (hoppingGraph H).Reachable k l := by
      rcases eq_or_ne k l with rfl | hne
      · exact SimpleGraph.Reachable.refl _
      · exact SimpleGraph.Adj.reachable
          ((SimpleGraph.fromRel_adj _ _ _).2 ⟨hne, Or.inl hkl⟩)
    by_cases r : (hoppingGraph H).Reachable i k
    · have r' := r.trans hr
      simp [x, r, r', hψ]
    · have r' : ¬ (hoppingGraph H).Reachable i l := fun h => r (h.trans hr.symm)
      simp [x, r, r']
  rw [hker, Submodule.mem_span_singleton] at hx
  obtain ⟨c, hc⟩ := hx
  by_contra hij
  have hi : c * ψ i = ψ i := by simpa [x] using congrFun hc i
  have hj : c * ψ j = 0 := by simpa only [x, if_neg hij] using congrFun hc j
  have hc0 : c = 0 := (mul_eq_zero.1 hj).resolve_right (hψ j)
  rw [hc0, zero_mul] at hi
  exact hψ i hi.symm

end

end LatticeDensityRepresentability
```

The error:

```
Main.lean:70:30: error: Type mismatch: After simplification, term
  congrFun hc j
 has type
  @Eq ℝ ((c • ψ) j) 0
but is expected to have type
  @Eq ℝ (c * ψ j) 0
```

What went wrong. The error is in the step `hj`, which reads the equation `c • ψ = x` at site `j`. Simplification got the right-hand side down to `0`, by unfolding `x` and using `if_neg hij`. The left-hand side stayed as `(c • ψ) j`, the scaled vector evaluated at `j`, while the goal has the product `c * ψ j`. The two are equal, but `simpa only` rewrites with nothing beyond the lemmas it is given, and neither of those listed deals with scalar multiplication; its final match did not bridge the gap. The line before, `hi`, gets through because its `simpa [x]` also has Lean's default simplification lemmas.

The repair adds the two missing lemmas. `Pi.smul_apply` turns `(c • ψ) j` into `c • ψ j`, and `smul_eq_mul` turns that into `c * ψ j`, which is what the goal asks for. Moving the call onto its own line is mere layout.

This version goes through:

```diff
@@ -68,5 +68,6 @@
   by_contra hij
   have hi : c * ψ i = ψ i := by simpa [x] using congrFun hc i
-  have hj : c * ψ j = 0 := by simpa only [x, if_neg hij] using congrFun hc j
+  have hj : c * ψ j = 0 := by
+    simpa only [x, if_neg hij, Pi.smul_apply, smul_eq_mul] using congrFun hc j
   have hc0 : c = 0 := (mul_eq_zero.1 hj).resolve_right (hψ j)
   rw [hc0, zero_mul] at hi
```
